# Second-order gauge-origin error as a sum-rule violation, for one electron with Lψ = 0 and ⟨x⟩ = 0

One check on a magnetizability computed with a common gauge origin is to move the origin and repeat the calculation. For one electron described by finitely many states, in a nondegenerate reference state ψ with Lψ = 0 and ⟨x⟩ = 0, moving the origin changes the second-order energy, in atomic units, by

(B²s²/8)(1 − S), with S = 2 Σ |p_ng|² / (E_n − E_g).

Here B is the field strength along z, s the displacement of the origin along x, L the z component of the angular momentum about the original origin, from which x is also measured, and p the y component of the momentum. The index g labels the reference state, n runs over the other states, E_n and E_g are their energies, and p_ng is the matrix element of p between them. The difference thus measures how far S is from 1.

## The energy with a displaced origin

In atomic units and without spin, the vector potential ½ **B** × (**r** − s **e**_x) gives the Hamiltonian

H(B) = H + (B/2)(L − sp) + (B²/8)(Q − 2sx + s²),

where H is the field-free Hamiltonian, L = x p_y − y p_x, p = p_y and Q = x² + y². The term s² has coefficient one because there is one electron.

In the code, `V` is a complex inner product space with a finite orthonormal basis `b`, `E` lists real energies, and `b g` is the reference state. The operators are arbitrary linear maps on `V`. Their physical relations enter later as hypotheses, each where it is used.

```lean
import Mathlib

open Complex
open scoped ComplexConjugate InnerProductSpace

namespace GaugeOriginSumRule

noncomputable section

variable {ι V : Type*} [Fintype ι] [DecidableEq ι]
  [NormedAddCommGroup V] [InnerProductSpace ℂ V]
  (b : OrthonormalBasis ι ℂ V) (E : ι → ℝ) (g : ι) (Q x L p : V →ₗ[ℂ] V)
```

Write ⟨A⟩ for the expectation value of A in the state b_g. The definition takes the real part, which for a Hermitian operator is the whole value.

```lean
/-- The real part of `⟪ψ, A ψ⟫`; for a normalised `ψ` this is the real part of the expectation value
of `A`. -/
def mean (ψ : V) (A : V →ₗ[ℂ] V) : ℝ := (⟪ψ, A ψ⟫_ℂ).re
```

With A_ng = ⟨b_n, A b_g⟩, expanding the square of L − sp will produce a mixed sum over states:

R(A, C) = Σ_{n≠g} Re(conj(A_ng) C_ng) / (E_n − E_g).

```lean
/-- The mixed sum `Re Σ conj(A_ng) C_ng / (E_n - E_g)` over all states other than the reference
state `g`, meant for `E n ≠ E g` when `n ≠ g`. -/
def response (A C : V →ₗ[ℂ] V) : ℝ :=
  ∑ n ∈ Finset.univ.erase g,
    (conj ⟪b n, A (b g)⟫_ℂ * ⟪b n, C (b g)⟫_ℂ).re / (E n - E g)
```

The paramagnetic energy needs the corresponding sum for a single operator:

P(A) = Σ_{n≠g} |A_ng|² / (E_n − E_g).

These expressions have their physical meaning when the reference level is nondegenerate; Lean assigns the value zero to a quotient with zero denominator.

```lean
/-- The paramagnetic sum `Σ |A_ng|² / (E_n - E_g)` over all states other than the reference state
`g`, meant for `E n ≠ E g` when `n ≠ g`. -/
def paraSum (A : V →ₗ[ℂ] V) : ℝ :=
  ∑ n ∈ Finset.univ.erase g, ‖⟪b n, A (b g)⟫_ℂ‖ ^ 2 / (E n - E g)
```

Second-order perturbation theory combines the expectation value of the B² term with the sum over states for the term linear in B:

E2(s) = (B²/8)⟨Q − 2sx + s²⟩ − (B²/4) P(L − sp).

The code takes this formula as the definition of the energy and does not derive it from H(B).

```lean
/-- The second-order energy in a field `B` with the gauge origin moved by `s` along x,
meant for `E n ≠ E g` when `n ≠ g`. -/
def energy2 (B s : ℝ) : ℝ :=
  B ^ 2 / 8 * mean (b g) (Q - ((2 * s : ℝ) : ℂ) • x + ((s ^ 2 : ℝ) : ℂ) • LinearMap.id)
    - B ^ 2 / 4 * paraSum b E g (L - (s : ℂ) • p)
```

The quantity S = 2P(p) is the sum of the oscillator strengths for polarisation along y, written with momentum matrix elements.

```lean
/-- The sum `S = 2 Σ |p_ng|² / (E_n - E_g)` over `n ≠ g`, meant for `E n ≠ E g` when `n ≠ g`. -/
def strengthSum : ℝ := 2 * paraSum b E g p
```

## Expansion in the displacement

Since b_g has norm one, the diamagnetic part is

⟨Q − 2sx + s²⟩ = ⟨Q⟩ − 2s⟨x⟩ + s².

The proof establishes the normalisation as `hn` and then uses linearity of the inner product in its second argument.

```lean
omit [DecidableEq ι] in
/-- The diamagnetic expectation value is a quadratic polynomial in the origin shift. -/
theorem mean_shift (s : ℝ) :
    mean (b g) (Q - ((2 * s : ℝ) : ℂ) • x + ((s ^ 2 : ℝ) : ℂ) • LinearMap.id)
      = mean (b g) Q - 2 * s * mean (b g) x + s ^ 2 := by
  have hn : ⟪b g, b g⟫_ℂ = 1 := by
    rw [inner_self_eq_norm_sq_to_K, b.orthonormal.1 g]
    simp
  simp only [mean, LinearMap.add_apply, LinearMap.sub_apply, LinearMap.smul_apply,
    LinearMap.id_apply, inner_add_right, inner_sub_right, inner_smul_right, hn,
    add_re, sub_re, re_ofReal_mul, mul_one, ofReal_re]
```

For the paramagnetic part, set a = L_ng and c = p_ng. For real s,

|a − sc|² = |a|² − 2s Re(conj(a) c) + s²|c|².

Dividing by E_n − E_g and summing over n ≠ g gives

P(L − sp) = P(L) − 2s R(L, p) + s² P(p).

The identity for complex numbers is `key`, checked in real and imaginary parts; the rest compares the sums term by term.

```lean
/-- The paramagnetic sum of `L - s p` is a quadratic polynomial in the origin shift. -/
theorem paraSum_shift (s : ℝ) :
    paraSum b E g (L - (s : ℂ) • p)
      = paraSum b E g L - 2 * s * response b E g L p + s ^ 2 * paraSum b E g p := by
  have key : ∀ a c : ℂ, ‖a - s * c‖ ^ 2
      = ‖a‖ ^ 2 - 2 * s * (conj a * c).re + s ^ 2 * ‖c‖ ^ 2 := by
    intro a c
    simp only [Complex.sq_norm, normSq_apply, sub_re, sub_im, mul_re, mul_im, ofReal_re,
      ofReal_im, conj_re, conj_im]
    ring
  simp only [paraSum, response, Finset.mul_sum, ← Finset.sum_sub_distrib,
    ← Finset.sum_add_distrib]
  refine Finset.sum_congr rfl fun n _ => ?_
  rw [LinearMap.sub_apply, LinearMap.smul_apply, inner_sub_right, inner_smul_right, key]
  ring
```

Inserting both expansions and subtracting E2(0) leaves

E2(s) − E2(0) = (B²/8)(−2s⟨x⟩ + s²) − (B²/4)(−2s R(L, p) + s² P(p)).

With P(p) = S/2 and the powers of s collected, this becomes

E2(s) − E2(0) = (B²s/4)(2R(L, p) − ⟨x⟩) + (B²s²/8)(1 − S).

This is algebra for any orthonormal basis and any list of energies; no Hamiltonian has been used yet.

```lean
/-- The change of the second-order energy under a shift of the gauge origin. -/
theorem energy2_shift (B s : ℝ) :
    energy2 b E g Q x L p B s - energy2 b E g Q x L p B 0
      = B ^ 2 * s / 4 * (2 * response b E g L p - mean (b g) x)
        + B ^ 2 * s ^ 2 / 8 * (1 - strengthSum b E g p) := by
  simp only [energy2, strengthSum, mean_shift, paraSum_shift]
  ring
```

## The error that remains when Lψ = 0 and ⟨x⟩ = 0

An atomic s state with the original origin at the nucleus satisfies both conditions. If L b_g = 0, every L_ng vanishes, and so does R(L, p). With ⟨x⟩ = 0 the whole linear term is gone:

E2(s) − E2(0) = (B²s²/8)(1 − S).

```lean
/-- If `L` annihilates the reference state and `⟨x⟩ = 0`, the gauge-origin error is
`(B² s² / 8) (1 - S)`. -/
theorem gauge_origin_error (B s : ℝ) (hL : L (b g) = 0) (hx : mean (b g) x = 0) :
    energy2 b E g Q x L p B s - energy2 b E g Q x L p B 0
      = B ^ 2 * s ^ 2 / 8 * (1 - strengthSum b E g p) := by
  have h0 : response b E g L p = 0 := by simp [response, hL]
  rw [energy2_shift, h0, hx]
  ring
```

For B ≠ 0 and s ≠ 0 the prefactor is nonzero, so the energy is unchanged exactly when S = 1. The proof writes the equality of energies as a vanishing difference and cancels the prefactor.

```lean
/-- If `L` annihilates the reference state and `⟨x⟩ = 0`, then for a nonzero field and a nonzero
shift the second-order energy is unchanged exactly when `S = 1`. -/
theorem gauge_origin_error_eq_zero_iff {B s : ℝ} (hB : B ≠ 0) (hs : s ≠ 0)
    (hL : L (b g) = 0) (hx : mean (b g) x = 0) :
    energy2 b E g Q x L p B s = energy2 b E g Q x L p B 0 ↔ strengthSum b E g p = 1 := by
  have hc : B ^ 2 * s ^ 2 / 8 ≠ 0 := by positivity
  rw [← sub_eq_zero (a := energy2 b E g Q x L p B s),
    gauge_origin_error b E g Q x L p B s hL hx, mul_eq_zero, or_iff_right hc, sub_eq_zero]
  exact eq_comm
```

## Momentum elements from the commutator with H

Now let the b_n be eigenstates of a Hermitian H, with H b_n = E_n b_n (`hE`), and assume

[H, y] = −ip.

This is the relation between velocity and momentum for an electron in a local potential. It generally fails for a nonlocal potential, and also for the matrices of H, y and p in a truncated orbital basis.

Taking the matrix element between b_n and b_g, with H acting to the left on b_n, gives

(E_n − E_g) y_ng = −i p_ng,

and therefore

p_ng = i(E_n − E_g) y_ng.

In the proof, `h` is the matrix element of the commutator and `hs` moves H to the left.

```lean
section SumRule

variable {H y : V →ₗ[ℂ] V} (hH : H.IsSymmetric) (hE : ∀ k, H (b k) = (E k : ℂ) • b k)
  (hc : H ∘ₗ y - y ∘ₗ H = (-I) • p)

include hH hE hc

omit [DecidableEq ι] in
/-- If the basis consists of eigenstates of a Hermitian `H` and `[H, y] = -i p`, then `p_ng = i (E_n
- E_g) y_ng`. -/
theorem momentum_element (n : ι) :
    ⟪b n, p (b g)⟫_ℂ = I * ((E n : ℂ) - E g) * ⟪b n, y (b g)⟫_ℂ := by
  have h := congrArg (fun T : V →ₗ[ℂ] V => ⟪b n, T (b g)⟫_ℂ) hc
  simp only [LinearMap.sub_apply, LinearMap.comp_apply, LinearMap.smul_apply,
    inner_sub_right, inner_smul_right, hE g, map_smul] at h
  have hs := hH (b n) (y (b g))
  rw [hE n, inner_smul_left, Complex.conj_ofReal] at hs
  linear_combination (-I) * h - I * hs + ⟪b n, p (b g)⟫_ℂ * I_sq
```

## Replacing the sum over states by a commutator

Let y and A be Hermitian and let the reference level be nondegenerate (`hne`); it need not be the lowest. The energy denominators in R(A, p) then cancel:

R(A, p) = Σ_{n≠g} Re(i ⟨A b_g, b_n⟩⟨b_n, y b_g⟩).

The term n = g may be added, because it is the real part of i times a product of two real expectation values, which is zero. Completeness then gives

R(A, p) = Re(iz), with z = ⟨A b_g, y b_g⟩.

Since A and y are Hermitian, ⟨Ay⟩ = z and ⟨yA⟩ = conj(z), where the brackets around a product or a commutator mean, here and below, the full complex expectation value. Hence

2R(A, p) = iz − i conj(z) = i⟨[A, y]⟩.

The cancellation is `hterm`, the vanishing diagonal term is `hg`, and the completed sum is `hr`.

```lean
variable (hy : y.IsSymmetric) (hne : ∀ n, n ≠ g → E n ≠ E g)

include hy hne

/-- For Hermitian `H`, `y` and `A`, a basis of eigenstates of `H` and a nondegenerate reference
state, `[H, y] = -i p` turns twice the mixed sum of `A` and `p` into the expectation value of `i [A,
y]`. -/
theorem response_eq_commutator {A : V →ₗ[ℂ] V} (hA : A.IsSymmetric) :
    ((2 * response b E g A p : ℝ) : ℂ) = I * ⟪b g, (A ∘ₗ y - y ∘ₗ A) (b g)⟫_ℂ := by
  -- the energy denominators cancel
  have hterm : ∀ n ∈ Finset.univ.erase g,
      (conj ⟪b n, A (b g)⟫_ℂ * ⟪b n, p (b g)⟫_ℂ).re / (E n - E g)
        = (I * (⟪A (b g), b n⟫_ℂ * ⟪b n, y (b g)⟫_ℂ)).re := by
    intro n hn
    have hd : E n - E g ≠ 0 := sub_ne_zero.mpr (hne n (Finset.ne_of_mem_erase hn))
    rw [momentum_element b E g p hH hE hc n, inner_conj_symm, div_eq_iff hd]
    have h1 : ⟪A (b g), b n⟫_ℂ * (I * ((E n : ℂ) - E g) * ⟪b n, y (b g)⟫_ℂ)
        = ((E n - E g : ℝ) : ℂ) * (I * (⟪A (b g), b n⟫_ℂ * ⟪b n, y (b g)⟫_ℂ)) := by
      push_cast
      ring
    rw [h1, re_ofReal_mul]
    exact mul_comm _ _
  -- the missing diagonal term has no real part
  have hg : (I * (⟪A (b g), b g⟫_ℂ * ⟪b g, y (b g)⟫_ℂ)).re = 0 := by
    have h1 : (⟪A (b g), b g⟫_ℂ).im = 0 := Complex.conj_eq_iff_im.mp (by
      rw [inner_conj_symm]; exact (hA _ _).symm)
    have h2 : (⟪b g, y (b g)⟫_ℂ).im = 0 := Complex.conj_eq_iff_im.mp (by
      rw [inner_conj_symm]; exact hy _ _)
    simp only [mul_re, mul_im, I_re, I_im, h1, h2]
    ring
  -- completeness of the eigenbasis
  have hsum : ∑ n ∈ Finset.univ.erase g, (I * (⟪A (b g), b n⟫_ℂ * ⟪b n, y (b g)⟫_ℂ)).re
      = ∑ n, (I * (⟪A (b g), b n⟫_ℂ * ⟪b n, y (b g)⟫_ℂ)).re := Finset.sum_erase _ hg
  have hr : response b E g A p = (I * ⟪A (b g), y (b g)⟫_ℂ).re := by
    rw [response, Finset.sum_congr rfl hterm, hsum, ← Complex.re_sum, ← Finset.mul_sum,
      b.sum_inner_mul_inner]
  have h1 : ⟪b g, A (y (b g))⟫_ℂ = ⟪A (b g), y (b g)⟫_ℂ := (hA _ _).symm
  have h2 : ⟪b g, y (A (b g))⟫_ℂ = conj ⟪A (b g), y (b g)⟫_ℂ := by
    rw [inner_conj_symm]
    exact (hy _ _).symm
  rw [hr, LinearMap.sub_apply, LinearMap.comp_apply, LinearMap.comp_apply,
    inner_sub_right, h1, h2]
  generalize ⟪A (b g), y (b g)⟫_ℂ = z
  apply Complex.ext <;>
    simp only [mul_re, mul_im, sub_re, sub_im, conj_re, conj_im, I_re, I_im, ofReal_re,
      ofReal_im] <;> ring
```

## The value S = 1

Choose A = p, with p Hermitian, and assume ⟨[y, p]⟩ = i. Since R(p, p) = P(p) = S/2,

S = i⟨[p, y]⟩ = i(−i) = 1.

The canonical relation is required only as an expectation value in the reference state. As an operator identity, [y, p] = i is impossible on a nonzero finite-dimensional space, because a commutator there has trace zero.

```lean
/-- For Hermitian `H`, `y` and `p` and a basis of eigenstates of `H`, the sum rule `S = 1` follows
from `[H, y] = -i p` and `⟨[y, p]⟩ = i` in a nondegenerate reference state. -/
theorem strengthSum_eq_one (hp : p.IsSymmetric)
    (hyp : ⟪b g, (y ∘ₗ p - p ∘ₗ y) (b g)⟫_ℂ = I) : strengthSum b E g p = 1 := by
  have hneg : ⟪b g, (p ∘ₗ y - y ∘ₗ p) (b g)⟫_ℂ = -I := by
    rw [← hyp, ← inner_neg_right, ← LinearMap.neg_apply, neg_sub]
  have hpp : paraSum b E g p = response b E g p p := by
    refine Finset.sum_congr rfl fun n _ => ?_
    congr 1
    simp only [Complex.sq_norm, normSq_apply, mul_re, conj_re, conj_im]
    ring
  rw [strengthSum, hpp]
  apply Complex.ofReal_injective
  rw [response_eq_commutator b E g p hH hE hc hy hne hp, hneg]
  simp
```

## Independence of the origin without Lψ = 0

For the differential operators, L = x p_y − y p_x gives [L, y] = −ix. Assume the expectation value of this relation, ⟨[L, y]⟩ = −i⟨x⟩, and let L be Hermitian. The choice A = L then yields

2R(L, p) = i(−i⟨x⟩) = ⟨x⟩.

The linear term in the energy difference therefore vanishes, and S = 1 removes the quadratic one. So E2(s) = E2(0) for all real B and s, with neither L b_g = 0 nor ⟨x⟩ = 0 assumed. The displacement is along x, as before; the assumed relations do not cover one along y.

```lean
/-- Let `H`, `y`, `p` and `L` be Hermitian, the basis consist of eigenstates of `H`, and the
reference state be nondegenerate. If `[H, y] = -i p`, `⟨[y, p]⟩ = i` and `⟨[L, y]⟩ = -i ⟨x⟩`, the
second-order energy does not depend on the gauge origin. -/
theorem energy2_gauge_independent (B s : ℝ) (hp : p.IsSymmetric) (hL : L.IsSymmetric)
    (hyp : ⟪b g, (y ∘ₗ p - p ∘ₗ y) (b g)⟫_ℂ = I)
    (hLy : ⟪b g, (L ∘ₗ y - y ∘ₗ L) (b g)⟫_ℂ = -I * (mean (b g) x : ℂ)) :
    energy2 b E g Q x L p B s = energy2 b E g Q x L p B 0 := by
  have h1 : 2 * response b E g L p = mean (b g) x := by
    apply Complex.ofReal_injective
    rw [response_eq_commutator b E g p hH hE hc hy hne hL, hLy]
    linear_combination (-(mean (b g) x : ℂ)) * I_sq
  have h := energy2_shift b E g Q x L p B s
  rw [h1, strengthSum_eq_one b E g p hH hE hc hy hne hp hyp, sub_self, sub_self, mul_zero,
    mul_zero, add_zero] at h
  exact sub_eq_zero.mp h

end SumRule
```

## Two levels that satisfy every relation

A two-level system shows that these assumptions are compatible in finite dimension. Its operators are given by 2 × 2 matrices, which the next definition turns into linear maps.

```lean
/-- The operator on a two-level system given by a 2 × 2 matrix. -/
def twoLevel (M : Matrix (Fin 2) (Fin 2) ℂ) :
    EuclideanSpace ℂ (Fin 2) →ₗ[ℂ] EuclideanSpace ℂ (Fin 2) where
  toFun v := WithLp.toLp 2 (M.mulVec v.ofLp)
  map_add' u v := by rw [WithLp.ofLp_add, Matrix.mulVec_add, WithLp.toLp_add]
  map_smul' c v := by
    rw [WithLp.ofLp_smul, Matrix.mulVec_smul, WithLp.toLp_smul, RingHom.id_apply]
```

Number the levels 0 and 1, with energies 0 and 2, and let level 0 be the reference state. Take y_10 = y_01 = 1/2, p_10 = i and p_01 = −i, with zero diagonal elements. Then

p_10 = i(2 − 0)(1/2) = i,

S = 2 · 1/2 = 1.

Taking L = p and x = 1 gives ⟨x⟩ = 1 and ⟨[L, y]⟩ = −i, as required. These values resemble a state without angular momentum about its own centre at x = 1, since L − sp vanishes at s = 1. The operator Q is subject to no condition and may be any linear map. The proof checks the relations component by component.

```lean
/-- A two-level system with energies 0 and 2, `L = p` and `x = 1` satisfies all the relations
used for gauge-origin independence. -/
theorem energy2_gauge_independent_witness :
    let b := EuclideanSpace.basisFun (Fin 2) ℂ
    let E : Fin 2 → ℝ := ![0, 2]
    let H := twoLevel !![0, 0; 0, 2]
    let y := twoLevel !![0, 1 / 2; 1 / 2, 0]
    let p := twoLevel !![0, -I; I, 0]
    H.IsSymmetric ∧ y.IsSymmetric ∧ p.IsSymmetric ∧
      (∀ k, H (b k) = (E k : ℂ) • b k) ∧ (∀ n, n ≠ 0 → E n ≠ E 0) ∧
      H ∘ₗ y - y ∘ₗ H = (-I) • p ∧
      ⟪b 0, (y ∘ₗ p - p ∘ₗ y) (b 0)⟫_ℂ = I ∧
      ⟪b 0, (p ∘ₗ y - y ∘ₗ p) (b 0)⟫_ℂ = -I * (mean (b 0) LinearMap.id : ℂ) := by
  intro b E H y p
  have h2 : conj (2 : ℂ) = 2 := Complex.conj_eq_iff_im.mpr (by simp)
  refine ⟨?_, ?_, ?_, ?_, ?_, ?_, ?_, ?_⟩
  · intro u v
    simp [H, twoLevel, PiLp.inner_apply, dotProduct, Fin.sum_univ_two]
    rw [h2]
    ring
  · intro u v
    simp [y, twoLevel, PiLp.inner_apply, dotProduct, Fin.sum_univ_two]
    rw [h2]
    ring
  · intro u v
    simp [p, twoLevel, PiLp.inner_apply, dotProduct, Fin.sum_univ_two]
    ring
  · intro k
    ext i
    fin_cases k <;> fin_cases i <;>
      simp [H, b, E, twoLevel, dotProduct, Fin.sum_univ_two]
  · intro n hn
    fin_cases n <;> simp [E] at hn ⊢
  · refine LinearMap.ext fun v => ?_
    ext i
    fin_cases i <;>
      simp [H, y, p, twoLevel, dotProduct, Fin.sum_univ_two, ← mul_assoc]
  · simp [b, y, p, twoLevel, PiLp.inner_apply, dotProduct, Fin.sum_univ_two]
    ring
  · simp [b, y, p, mean, twoLevel, PiLp.inner_apply, dotProduct, Fin.sum_univ_two]
    ring

end

end GaugeOriginSumRule
```

```lean
#print axioms GaugeOriginSumRule.gauge_origin_error
-- 'GaugeOriginSumRule.gauge_origin_error' depends on axioms: [propext, Classical.choice, Quot.sound]
#print axioms GaugeOriginSumRule.gauge_origin_error_eq_zero_iff
-- 'GaugeOriginSumRule.gauge_origin_error_eq_zero_iff' depends on axioms: [propext, Classical.choice, Quot.sound]
#print axioms GaugeOriginSumRule.energy2_gauge_independent
-- 'GaugeOriginSumRule.energy2_gauge_independent' depends on axioms: [propext, Classical.choice, Quot.sound]
```
